# When a non-interacting impurity's Green function has modulus 1 / Im z

For a non-interacting impurity with real level `a`, coupled by amplitudes Vₖ to a finite bath of non-interacting levels with real energies eₖ, the impurity Green function at complex energy z is G(z) = 1 / (z − a − Δ(z)), with hybridisation function Δ(z) = ∑ₖ |Vₖ|² / (z − eₖ). The theorem `norm_green_eq_iff` states that for Im z > 0, |G(z)| = 1 / Im z holds exactly when all couplings Vₖ vanish and Re z = a, that is, when the impurity is decoupled from the bath and z lies directly above its level in the complex plane. The forward direction begins by rewriting the hypothesis into |z − a − Δ(z)| = Im z, then uses Im Δ(z) ≤ 0 to force Im Δ(z) = 0 and hence Vₖ = 0 for every k.

In Lean, a first try:

```lean
import Mathlib

open Matrix ComplexConjugate

namespace HybridisationFunction

noncomputable section

variable {ι : Type*} [Fintype ι]

/-- The hybridisation function `Δ(z) = ∑ₖ |Vₖ|² / (z - eₖ)` of a finite bath with levels `eₖ`
and couplings `Vₖ`. -/
def hyb (e : ι → ℝ) (V : ι → ℂ) (z : ℂ) : ℂ :=
  ∑ k, ((‖V k‖ ^ 2 : ℝ) : ℂ) / (z - (e k : ℂ))

/-- The impurity Green function `G(z) = 1 / (z - a - Δ(z))` for an impurity level `a`. -/
def green (a : ℝ) (e : ι → ℝ) (V : ι → ℂ) (z : ℂ) : ℂ :=
  1 / (z - (a : ℂ) - hyb e V z)

/-- Off the real axis every bath denominator `z - eₖ` is nonzero, and
`Im Δ(z) = -Im z · ∑ₖ |Vₖ|² / |z - eₖ|²`. -/
theorem hyb_im (e : ι → ℝ) (V : ι → ℂ) {z : ℂ} (hz : z.im ≠ 0) :
    (∀ k, z - (e k : ℂ) ≠ 0) ∧
      (hyb e V z).im = -z.im * ∑ k, ‖V k‖ ^ 2 / ‖z - (e k : ℂ)‖ ^ 2 := by
  constructor
  · intro k h
    apply hz
    have him := congrArg Complex.im h
    simpa using him
  · unfold hyb
    rw [Complex.im_sum, Finset.mul_sum]
    refine Finset.sum_congr rfl fun k _ => ?_
    rw [Complex.div_im, Complex.normSq_eq_norm_sq]
    simp only [Complex.ofReal_im, Complex.ofReal_re, Complex.sub_im, Complex.sub_re]
    ring

/-- In the upper half plane the hybridisation function has `Im Δ(z) ≤ 0`. -/
theorem hyb_im_nonpos (e : ι → ℝ) (V : ι → ℂ) {z : ℂ} (hz : 0 < z.im) :
    (hyb e V z).im ≤ 0 := by
  have hS : 0 ≤ ∑ k, ‖V k‖ ^ 2 / ‖z - (e k : ℂ)‖ ^ 2 :=
    Finset.sum_nonneg fun k _ => by positivity
  rw [(hyb_im e V hz.ne').2, neg_mul]
  exact neg_nonpos.mpr (mul_nonneg hz.le hS)

/-- Off the real axis `Im Δ(z)` vanishes exactly when all couplings vanish. -/
theorem hyb_im_eq_zero_iff (e : ι → ℝ) (V : ι → ℂ) {z : ℂ} (hz : z.im ≠ 0) :
    (hyb e V z).im = 0 ↔ ∀ k, V k = 0 := by
  obtain ⟨hne, him⟩ := hyb_im e V hz
  rw [him]
  constructor
  · intro h k
    have hS : ∑ j, ‖V j‖ ^ 2 / ‖z - (e j : ℂ)‖ ^ 2 = 0 :=
      (mul_eq_zero.mp h).resolve_left (neg_ne_zero.mpr hz)
    have hnn : ∀ j ∈ (Finset.univ : Finset ι), 0 ≤ ‖V j‖ ^ 2 / ‖z - (e j : ℂ)‖ ^ 2 :=
      fun j _ => by positivity
    -- a vanishing sum of nonnegative terms vanishes term by term
    have hk : ‖V k‖ ^ 2 / ‖z - (e k : ℂ)‖ ^ 2 = 0 :=
      (Finset.sum_eq_zero_iff_of_nonneg hnn).mp hS k (Finset.mem_univ k)
    have hd : ‖z - (e k : ℂ)‖ ^ 2 ≠ 0 := pow_ne_zero 2 (norm_ne_zero_iff.mpr (hne k))
    have h2 : ‖V k‖ ^ 2 = 0 := (div_eq_zero_iff.mp hk).resolve_right hd
    exact norm_eq_zero.mp ((pow_eq_zero_iff two_ne_zero).mp h2)
  · intro h
    simp [h]

/-- For `Im z > 0`, `|G(z)| = 1 / Im z` holds exactly when all couplings vanish and
`Re z` equals the impurity level. -/
theorem norm_green_eq_iff (a : ℝ) (e : ι → ℝ) (V : ι → ℂ) {z : ℂ} (hz : 0 < z.im) :
    ‖green a e V z‖ = 1 / z.im ↔ (∀ k, V k = 0) ∧ z.re = a := by
  constructor
  · intro h
    unfold green at h
    rw [norm_div, norm_one, one_div, one_div, inv_inj] at h
    -- Im D ≤ |D| = Im z forces Im Δ = 0
    have h1 : (z - (a : ℂ) - hyb e V z).im ≤ ‖z - (a : ℂ) - hyb e V z‖ :=
      le_trans (le_abs_self _) (Complex.abs_im_le_norm _)
    rw [h] at h1
    simp only [Complex.sub_im, Complex.ofReal_im] at h1
    have h2 := hyb_im_nonpos e V hz
    have hV := (hyb_im_eq_zero_iff e V hz.ne').mp (by linarith)
    refine ⟨hV, ?_⟩
    have h0 : hyb e V z = 0 := by simp [hyb, hV]
    rw [h0, sub_zero] at h
    have hsq : ‖z - (a : ℂ)‖ ^ 2 = z.im ^ 2 := by rw [h]
    rw [Complex.sq_norm, Complex.normSq_apply] at hsq
    simp only [Complex.sub_im, Complex.sub_re, Complex.ofReal_im, Complex.ofReal_re] at hsq
    have h3 : (z.re - a) ^ 2 = 0 := by linear_combination hsq
    have h4 : z.re - a = 0 := (pow_eq_zero_iff two_ne_zero).mp h3
    linarith
  · rintro ⟨hV, hre⟩
    have h0 : hyb e V z = 0 := by simp [hyb, hV]
    have h1 : z - (a : ℂ) = (z.im : ℂ) * Complex.I := by
      apply Complex.ext <;> simp [hre]
    unfold green
    rw [h0, sub_zero, h1, norm_div, norm_one, norm_mul, Complex.norm_I, mul_one,
      Complex.norm_real, Real.norm_of_nonneg hz.le]

end

end HybridisationFunction
```

Messages:

```
Main.lean:72:46: error: Ambiguous term
  inv_inj
Possible interpretations:
  _root_.inv_inj : ?m.61⁻¹ = ?m.62⁻¹ ↔ ?m.61 = ?m.62
  
  Matrix.inv_inj : ?m.64⁻¹ = ?m.65⁻¹ → IsUnit (det ?m.64) → ?m.64 = ?m.65
```

The single message reports that the name `inv_inj` is ambiguous. The file begins with `open Matrix ComplexConjugate`, so the short name can refer to two declarations, and the message lists both. One is `_root_.inv_inj`, the equivalence between `a⁻¹ = b⁻¹` and `a = b`. The other is `Matrix.inv_inj`, an implication about matrices: from equal inverses and `IsUnit (det _)` of the first matrix, it concludes that the matrices are equal. In the `rw` list the bare name is given without arguments, so both readings elaborate, and Lean stops with the error instead of choosing one.

At that point, after `norm_div`, `norm_one` and the two uses of `one_div`, the hypothesis `h` equates two inverses of real numbers: that of the norm of `z - a - hyb e V z` and that of `z.im`. The equivalence is the lemma needed. The diff writes `_root_.inv_inj`, which names the root-namespace declaration only. The rewrite then turns `h` into the equality of that norm with `z.im`, the form used by the later `rw [h] at h1`. Nothing else in the file changes.

After these edits no error is left:

```diff
@@ -70,5 +70,5 @@
   · intro h
     unfold green at h
-    rw [norm_div, norm_one, one_div, one_div, inv_inj] at h
+    rw [norm_div, norm_one, one_div, one_div, _root_.inv_inj] at h
     -- Im D ≤ |D| = Im z forces Im Δ = 0
     have h1 : (z - (a : ℂ) - hyb e V z).im ≤ ‖z - (a : ℂ) - hyb e V z‖ :=
```
